# No real eigenvalue near 1/2 when the Frobenius norm of X − X² is below 1/4

Take a single orbital whose occupation, partway through a density-matrix purification, is $x=0.9$. A finished purification would leave it at 0 or 1, and the distance from that goal can be measured by $e=|x-x^2|=0.09$. Suppose now that only $e$ is known. Since
$$(1-2x)^2=1-4(x-x^2)\ge 1-4e=0.64,$$
the occupation satisfies $|1-2x|\ge 0.8$, so $x\le 0.1$ or $x\ge 0.9$. The error alone has excluded every occupation strictly between these two values.

With many orbitals the occupations are the eigenvalues of the density matrix $X$ in an orthonormal basis, and purification proceeds without computing them. The matrix $X-X^2$ is still available, and its Frobenius norm can take the place of $|x-x^2|$. The same quadratic inequality then excludes a window around $1/2$ for every real eigenvalue of $X$. Applied to the highest occupied and lowest unoccupied orbitals (HOMO and LUMO), it gives a lower bound on the separation of their occupations once these lie on opposite sides of $1/2$, for a finite real matrix of an effective one-particle Hamiltonian.

## The error and the two edges

Let a finite set `n` label the basis functions. A matrix `Matrix n n ℝ` has real entries $A_{ij}$, and a vector `n → ℝ` has real components $v_i$. No symmetry is assumed.

```lean
import Mathlib

open Matrix

namespace PurificationGapBounds

noncomputable section

variable {n : Type*} [Fintype n]
```

The Frobenius norm treats the matrix as one long list of entries:
$$\|A\|_F=\sqrt{\sum_{i,j}A_{ij}^2}.$$

```lean
/-- The Frobenius norm of a real square matrix: the root of the sum of its squared entries. -/
def frobeniusNorm (A : Matrix n n ℝ) : ℝ := √(∑ i, ∑ j, A i j ^ 2)
```

A density matrix of fully occupied and empty orbitals, in an orthonormal basis and with one spin state per orbital, satisfies $X^2=X$. The idempotency error measures the departure from this condition:
$$e=\|X-X^2\|_F.$$

```lean
/-- The idempotency error of `X`: the Frobenius norm of `X - X²`. -/
def idemError (X : Matrix n n ℝ) : ℝ := frobeniusNorm (X - X * X)
```

The edges of the excluded window are the two solutions of $x-x^2=e$. The lower one is
$$x_-=\frac{1-\sqrt{1-4e}}{2},$$
which tends to 0, the occupation of an empty orbital, as $e$ goes to 0.

```lean
/-- The lower edge `(1 - √(1 - 4e)) / 2` of the forbidden window, meant for `e ≤ 1/4`. -/
def lowerEdge (e : ℝ) : ℝ := (1 - √(1 - 4 * e)) / 2
```

The upper one is
$$x_+=\frac{1+\sqrt{1-4e}}{2},$$
which tends to 1, the occupation of a filled orbital. The edges lie symmetrically about $1/2$ and meet there when $e=1/4$.

```lean
/-- The upper edge `(1 + √(1 - 4e)) / 2` of the forbidden window, meant for `e ≤ 1/4`. -/
def upperEdge (e : ℝ) : ℝ := (1 + √(1 - 4 * e)) / 2
```

## From a matrix norm to one eigenvalue

Let $Av=\mu v$ with $v\ne0$. Row $i$ of this equation reads $\mu v_i=\sum_jA_{ij}v_j$. Squaring it and applying the Cauchy–Schwarz inequality gives
$$\mu^2v_i^2\le\Big(\sum_jA_{ij}^2\Big)\Big(\sum_jv_j^2\Big).$$
Summing over $i$ yields $\mu^2\sum_iv_i^2\le\|A\|_F^2\sum_jv_j^2$. The sum of squares of $v$ is positive, so it can be divided out, leaving $|\mu|\le\|A\|_F$.

```lean
/-- A real eigenvalue with a nonzero real eigenvector is bounded in absolute value by the
Frobenius norm; the matrix need not be symmetric. -/
theorem abs_eigenvalue_le_frobeniusNorm (A : Matrix n n ℝ) {v : n → ℝ} {μ : ℝ}
    (hv : v ≠ 0) (hA : A *ᵥ v = μ • v) : |μ| ≤ frobeniusNorm A := by
  obtain ⟨k, hk⟩ := Function.ne_iff.mp hv
  have hk' : v k ≠ 0 := hk
  have hpos : 0 < ∑ i, v i ^ 2 :=
    Finset.sum_pos' (fun i _ => sq_nonneg (v i)) ⟨k, Finset.mem_univ k, by positivity⟩
  apply Real.abs_le_sqrt
  refine le_of_mul_le_mul_right ?_ hpos
  -- Cauchy-Schwarz in every row of `A`
  calc μ ^ 2 * ∑ i, v i ^ 2 = ∑ i, (∑ j, A i j * v j) ^ 2 := by
        rw [Finset.mul_sum]
        refine Finset.sum_congr rfl fun i _ => ?_
        have h := congrFun hA i
        simp only [Matrix.mulVec, dotProduct, Pi.smul_apply, smul_eq_mul] at h
        rw [h]
        ring
    _ ≤ ∑ i, (∑ j, A i j ^ 2) * ∑ j, v j ^ 2 :=
        Finset.sum_le_sum fun i _ => Finset.sum_mul_sq_le_sq_mul_sq _ _ _
    _ = (∑ i, ∑ j, A i j ^ 2) * ∑ j, v j ^ 2 := by rw [Finset.sum_mul]
```

In the statement, `A *ᵥ v` is the matrix–vector product and `μ • v` is the scaled vector. The vector need not be normalised; for a unit vector the sum of squares would be 1 and the division would disappear.

The proof picks a nonzero component $v_k$ to obtain `hpos`, the positivity of that sum. `Real.abs_le_sqrt` turns the goal into an inequality between squares, and `le_of_mul_le_mul_right` multiplies it by the positive sum. The three lines of the `calc` block then insert the eigenvalue equation, apply Cauchy–Schwarz in each row, and take the common factor out of the sum.

Now let $Xv=xv$. Applying $X$ once more gives $X^2v=x^2v$, hence
$$(X-X^2)v=(x-x^2)v.$$
The same vector is an eigenvector of the error matrix, and the norm bound gives $|x-x^2|\le e$.

```lean
/-- If `X` has the real eigenvalue `x` with a nonzero real eigenvector, then `|x - x²|` is at
most the idempotency error of `X`. -/
theorem abs_sub_sq_le_idemError (X : Matrix n n ℝ) {v : n → ℝ} {x : ℝ}
    (hv : v ≠ 0) (hx : X *ᵥ v = x • v) : |x - x ^ 2| ≤ idemError X := by
  apply abs_eigenvalue_le_frobeniusNorm (X - X * X) hv
  -- `v` is also an eigenvector of `X - X²`
  rw [Matrix.sub_mulVec, ← Matrix.mulVec_mulVec, hx, Matrix.mulVec_smul, hx, smul_smul,
    sub_smul, pow_two]
```

The proof applies the preceding theorem to `X - X * X`. What remains is the eigenvector equation just derived, which the chain of rewrites establishes by using `hx` twice, once for each factor of $X$.

## The excluded window

From $x-x^2\le|x-x^2|\le e$ it follows that
$$(1-2x)^2=1-4(x-x^2)\ge1-4e>0.$$
If $x\le1/2$, then $1-2x$ is nonnegative, so $\sqrt{1-4e}\le1-2x$ and therefore $x\le x_-$. If $x\ge1/2$, the same argument with $2x-1$ gives $x\ge x_+$. Because $e<1/4$, the root is positive and $x_-<x_+$.

```lean
/-- If the idempotency error `e` of `X` is below `1/4`, the window between the two edges is open
and no real eigenvalue of `X` with a nonzero real eigenvector lies strictly inside it. -/
theorem eigenvalue_outside_window (X : Matrix n n ℝ) {v : n → ℝ} {x : ℝ}
    (hv : v ≠ 0) (hx : X *ᵥ v = x • v) (he : idemError X < 1 / 4) :
    lowerEdge (idemError X) < upperEdge (idemError X) ∧
      (x ≤ lowerEdge (idemError X) ∨ upperEdge (idemError X) ≤ x) := by
  have h := (le_abs_self _).trans (abs_sub_sq_le_idemError X hv hx)
  have hs : 0 < √(1 - 4 * idemError X) := Real.sqrt_pos.mpr (by linarith)
  unfold lowerEdge upperEdge
  refine ⟨by linarith, ?_⟩
  -- compare `√(1 - 4e)` with the distance `|1 - 2x|`
  rcases le_total x (1 / 2) with hle | hge
  · left
    have h1 : √(1 - 4 * idemError X) ≤ 1 - 2 * x :=
      Real.sqrt_le_iff.mpr ⟨by linarith, by nlinarith⟩
    linarith
  · right
    have h1 : √(1 - 4 * idemError X) ≤ 2 * x - 1 :=
      Real.sqrt_le_iff.mpr ⟨by linarith, by nlinarith⟩
    linarith
```

The hypotheses are a nonzero real eigenvector `v`, its real eigenvalue `x`, and an error below $1/4$. The conclusion has two parts: the window has positive width, and `x` lies at or beyond one of its edges. The first part matters because Lean sets the square root of a negative number to 0. For a larger error both edges would equal $1/2$, and the second part alone would say nothing.

In the proof, `h` is the bound $x-x^2\le e$ and `hs` is the positivity of the root. The case split by `le_total` separates the two sides of $1/2$. On each side, `Real.sqrt_le_iff` asks for a nonnegative right-hand side and for the squared inequality, which `nlinarith` obtains from `h`.

The theorem does not say on which side of the window an eigenvalue lies, nor does it confine eigenvalues to the interval from 0 to 1. A nonsymmetric real matrix may also have complex eigenvalues, about which it makes no statement.

## Two-level matrices that reach the edges

To see whether the window could be wider for the same error, place one fractional occupation $x$ beside an occupation $y$ that is already 0 or 1. Then
$$X=\begin{pmatrix}x&0\\0&y\end{pmatrix},\qquad X-X^2=\begin{pmatrix}x-x^2&0\\0&0\end{pmatrix},$$
and the error is $\sqrt{(x-x^2)^2}=|x-x^2|$. All of it comes from the first level.

```lean
/-- A diagonal two-level matrix with occupations `x` and `y`, where `y² = y`, has idempotency
error `|x - x²|`. -/
theorem idemError_two_level (x y : ℝ) (hy : y * y = y) :
    idemError !![x, 0; 0, y] = |x - x ^ 2| := by
  have h : !![x, 0; 0, y] - !![x, 0; 0, y] * !![x, 0; 0, y] = !![x - x ^ 2, 0; 0, 0] := by
    ext i j
    fin_cases i <;> fin_cases j <;> simp [hy, pow_two]
  rw [idemError, h, frobeniusNorm]
  simp [Fin.sum_univ_two, Real.sqrt_sq_eq_abs]
```

The condition `y * y = y` expresses that $y$ is 0 or 1. The proof checks the four entries of $X-X^2$ one by one with `fin_cases`, then evaluates the norm.

Next choose $x$ to be an edge. With $s=\sqrt{1-4e}$,
$$\frac{1\mp s}{2}-\left(\frac{1\mp s}{2}\right)^2=\frac{1-s^2}{4}=e.$$
For $0\le e\le1/4$, the matrices $\mathrm{diag}(x_-,1)$ and $\mathrm{diag}(x_+,0)$ therefore both have error exactly $e$, and the vector $(1,0)$ belongs to the edge eigenvalue in each.

```lean
/-- Both edges are sharp: for every `e` with `0 ≤ e ≤ 1/4`, each edge is an eigenvalue of a
diagonal two-level matrix whose idempotency error is exactly `e`. -/
theorem edges_attained {e : ℝ} (h0 : 0 ≤ e) (h1 : e ≤ 1 / 4) :
    (idemError !![lowerEdge e, 0; 0, 1] = e ∧
      !![lowerEdge e, 0; 0, 1] *ᵥ ![1, 0] = lowerEdge e • ![1, 0]) ∧
    (idemError !![upperEdge e, 0; 0, 0] = e ∧
      !![upperEdge e, 0; 0, 0] *ᵥ ![1, 0] = upperEdge e • ![1, 0]) := by
  have hs : √(1 - 4 * e) ^ 2 = 1 - 4 * e := Real.sq_sqrt (by linarith)
  -- both edges solve `x - x² = e`
  have hl : lowerEdge e - lowerEdge e ^ 2 = e := by
    unfold lowerEdge
    linear_combination (-1 / 4) * hs
  have hu : upperEdge e - upperEdge e ^ 2 = e := by
    unfold upperEdge
    linear_combination (-1 / 4) * hs
  refine ⟨⟨?_, ?_⟩, ⟨?_, ?_⟩⟩
  · rw [idemError_two_level _ _ (by norm_num), hl, abs_of_nonneg h0]
  · ext i
    fin_cases i <;> simp [Matrix.mulVec, dotProduct, Fin.sum_univ_two]
  · rw [idemError_two_level _ _ (by norm_num), hu, abs_of_nonneg h0]
  · ext i
    fin_cases i <;> simp [Matrix.mulVec, dotProduct, Fin.sum_univ_two]
```

The four parts of the statement are the error and the eigenvector equation for each matrix. The steps `hl` and `hu` are the displayed identity for the lower and the upper sign; `linear_combination` derives them from $s^2=1-4e$. The edges of the window are thus the best that can be given in terms of $e$ alone.

## Orbital energies under a purification polynomial

The second-order spectral projection method, SP2, starts from a linear function of the Hamiltonian matrix $H$ that maps its spectrum into the interval from 0 to 1 in reversed order. Each step replaces $X$ by $X^2$ or by $2X-X^2$, a choice that steers the trace towards the number of occupied orbitals. For a given $H$ and a given sequence of choices, the result is a polynomial $p(H)$.

In an orthonormal basis, an orbital of energy $\varepsilon$ satisfies $Hv=\varepsilon v$, and then $H^kv=\varepsilon^kv$ by induction on $k$. Writing $p(t)=\sum_ka_kt^k$ gives
$$p(H)v=\sum_ka_kH^kv=\sum_ka_k\varepsilon^kv=p(\varepsilon)v.$$
An orbital of energy $\varepsilon$ has therefore acquired the occupation $p(\varepsilon)$, called its image here.

```lean
/-- A polynomial `p` of the Hamiltonian matrix `H` acts on an eigenvector of energy `ε` as
multiplication by `p(ε)`. -/
theorem polynomial_mulVec [DecidableEq n] (H : Matrix n n ℝ) {v : n → ℝ} {ε : ℝ}
    (h : H *ᵥ v = ε • v) (p : Polynomial ℝ) :
    (Polynomial.aeval H p) *ᵥ v = p.eval ε • v := by
  have hpow : ∀ k : ℕ, (H ^ k) *ᵥ v = ε ^ k • v := by
    intro k
    induction k with
    | zero => simp
    | succ k ih =>
      rw [pow_succ, ← Matrix.mulVec_mulVec, h, Matrix.mulVec_smul, ih, smul_smul, pow_succ']
  induction p using Polynomial.induction_on' with
  | add p q hp hq => rw [map_add, Matrix.add_mulVec, hp, hq, Polynomial.eval_add, add_smul]
  | monomial k a =>
    rw [Polynomial.aeval_monomial, Polynomial.eval_monomial, ← Algebra.smul_def,
      Matrix.smul_mulVec, hpow, smul_smul]
```

`Polynomial.aeval H p` is the matrix $p(H)$, and `p.eval ε` is the number $p(\varepsilon)$. The step `hpow` is the induction on powers. A second induction builds the polynomial from monomials and sums, as in the displayed formula. The theorem holds for any real polynomial, so it includes other polynomial purification schemes as well as SP2.

## Separation of the HOMO and LUMO images

Write $h=p(\varepsilon_{\rm HOMO})$ and $\ell=p(\varepsilon_{\rm LUMO})$, and let $e$ now be the idempotency error of $p(H)$. Suppose that the images are on their intended sides, $\ell\le1/2\le h$. Set $a=1-2\ell$ and $b=2h-1$, both nonnegative. The eigenvalue bound, applied to each orbital, gives $a^2\ge1-4e$ and $b^2\ge1-4e$. Since
$$h-\ell=\frac{a+b}{2}\ge\min(a,b)\ge0,$$
squaring yields $(h-\ell)^2\ge1-4e$. When $e<1/4$, this means $h-\ell\ge\sqrt{1-4e}$, the full width of the window.

```lean
/-- Let `εHomo` and `εLumo` be real eigenvalues of `H` with nonzero real eigenvectors, and let `e`
be the idempotency error of `p(H)`. If `p(εLumo) ≤ 1/2 ≤ p(εHomo)`, then the square of
`p(εHomo) - p(εLumo)` is at least `1 - 4e`. -/
theorem homo_lumo_image_separation [DecidableEq n] (H : Matrix n n ℝ) (p : Polynomial ℝ)
    {v w : n → ℝ} {εHomo εLumo : ℝ} (hv : v ≠ 0) (hw : w ≠ 0)
    (hHomo : H *ᵥ v = εHomo • v) (hLumo : H *ᵥ w = εLumo • w)
    (hl : p.eval εLumo ≤ 1 / 2) (hh : 1 / 2 ≤ p.eval εHomo) :
    1 - 4 * idemError (Polynomial.aeval H p) ≤ (p.eval εHomo - p.eval εLumo) ^ 2 := by
  have h1 := (le_abs_self _).trans
    (abs_sub_sq_le_idemError _ hv (polynomial_mulVec H hHomo p))
  have h2 := (le_abs_self _).trans
    (abs_sub_sq_le_idemError _ hw (polynomial_mulVec H hLumo p))
  -- the separation is at least twice the smaller distance from `1/2`
  rcases le_total (1 - 2 * p.eval εLumo) (2 * p.eval εHomo - 1) with h | h
  · have h3 : (1 - 2 * p.eval εLumo) ^ 2 ≤ (p.eval εHomo - p.eval εLumo) ^ 2 :=
      pow_le_pow_left₀ (by linarith) (by linarith) 2
    nlinarith
  · have h3 : (2 * p.eval εHomo - 1) ^ 2 ≤ (p.eval εHomo - p.eval εLumo) ^ 2 :=
      pow_le_pow_left₀ (by linarith) (by linarith) 2
    nlinarith

end

end PurificationGapBounds
```

The hypotheses `hv`, `hw`, `hHomo` and `hLumo` together say that the two energies belong to nonzero eigenvectors `v` and `w` of `H`. The names HOMO and LUMO carry no further content: neither the order of the energies nor the number of electrons enters. The physical assignment is contained in `hl` and `hh`, which state that purification has already put the unoccupied orbital at or below $1/2$ and the occupied one at or above it. This is assumed, and an early iterate may violate it by having both images on the same side. No upper limit on the error is required, because for $e\ge1/4$ the left-hand side is not positive and the inequality holds trivially.

In the proof, `h1` and `h2` are the bounds on $h-h^2$ and $\ell-\ell^2$. The case split decides which of $a$ and $b$ is smaller, `h3` compares the square of the smaller one with the squared separation, and `nlinarith` inserts the corresponding bound. For a symmetric $H$ and $0<e<1/4$ the separation is in fact always larger than $\sqrt{1-4e}$, although this is not proved in the Lean code. Equality would put both images at the edges, and the two orthogonal eigenvectors would then contribute $2e^2$ to the squared Frobenius norm of $p(H)-p(H)^2$, which is only $e^2$.

In a linear-scaling calculation, such a bound turns the idempotency error of the current iterate into information about the frontier orbitals without diagonalisation, provided that the error is below $1/4$, the iterate is $p(H)$ and the two images lie on their intended sides of $1/2$. For a symmetric iterate the squared error is the sum of $(x-x^2)^2$ over all orbitals, so in a large system many small departures can keep the error above $1/4$. The step left open is the one from $p(H)$ to the matrix that a program stores after rounding and discarding small elements. The excluded window still applies to the real eigenvalues of the stored matrix, with its own idempotency error if that is below $1/4$, but those eigenvalues need no longer be the images of the orbital energies of $H$.

```lean
#print axioms PurificationGapBounds.abs_eigenvalue_le_frobeniusNorm
-- 'PurificationGapBounds.abs_eigenvalue_le_frobeniusNorm' depends on axioms: [propext, Classical.choice, Quot.sound]
#print axioms PurificationGapBounds.eigenvalue_outside_window
-- 'PurificationGapBounds.eigenvalue_outside_window' depends on axioms: [propext, Classical.choice, Quot.sound]
#print axioms PurificationGapBounds.edges_attained
-- 'PurificationGapBounds.edges_attained' depends on axioms: [propext, Classical.choice, Quot.sound]
#print axioms PurificationGapBounds.homo_lumo_image_separation
-- 'PurificationGapBounds.homo_lumo_image_separation' depends on axioms: [propext, Classical.choice, Quot.sound]
```
